# In a finite reaction network, the lowest limiting step energy over pathways equals the highest cut energy

## Several mechanisms, one electrode

An electrode surface often offers several mechanisms from the same reactant to the same product. Adsorbed intermediates are connected by elementary steps, and each step has a reaction free energy. If every step is an oxidation that releases one electron, an electrode potential $\Phi$ lowers each step energy by the same amount $\varphi = e_0\Phi$, where $e_0$ is the elementary charge. Here the step energies are those at $\Phi=0$ on the chosen reference scale, and the binding of the intermediates is taken not to depend on the potential. As the potential rises, some mechanism eventually has no uphill step left. The potential at which this first happens is the limiting potential.

For a single mechanism, it is set by the largest step energy. For a network, one takes the mechanism whose largest step energy is smallest. Exhibiting one mechanism gives only an upper bound, since a better one may have been overlooked. A matching lower bound comes from a set of species that contains the reactant but not the product: every mechanism must leave that set, and so must pay at least the cheapest way out. When the network has finitely many steps and the product can be reached, the best lower bound equals the best upper bound.

## A network with two mechanisms

Let the reactant $s$ reach the product $t$ through an intermediate $a$ or an intermediate $b$, with these step energies in eV:

- $s\to a$: 0.3, and $a\to t$: 0.9;
- $s\to b$: 0.6, and $b\to t$: 0.6.

Both mechanisms add up to 1.2 eV, as reaction free energies between the same two species must. The largest step energies of the two mechanisms are 0.9 and 0.6, so the smaller is 0.6. The set $\{s,a\}$ has two outgoing steps, $a\to t$ at 0.9 and $s\to b$ at 0.6, and the cheaper one costs 0.6. This set alone shows that no mechanism in the network can do better than 0.6 eV.

## The statement, in symbols and in Lean

Write $\varepsilon(e)$ for the energy of step $e$. A route is a list of consecutive steps, and a pathway is a route that visits no species twice. For a pathway $p$ from $s$ to $t \neq s$, and for a set $S$ of species with $s\in S$ and $t\notin S$, define

$$M(p)=\max_{e\in p}\varepsilon(e),\qquad C(S)=\min_{e\ \text{leaving}\ S}\varepsilon(e).$$

If there are finitely many steps and some route leads from $s$ to $t$, then

$$\min_p M(p)=\max_S C(S).$$

In Lean, a `Network V E` has species of type `V` and steps of type `E`. Each step carries its initial species `src`, its final species `tgt` and a real `energy`. Steps are objects in their own right, so two different steps may connect the same pair of species. `IsRoute N a p b` says that the list `p` leads from `a` to `b`; the empty list is a route from a species to itself. `IsPathway` adds that the visited species, listed as `a :: p.map N.tgt`, are all distinct.

`IsLimitingEnergy N p m` says $M(p)=m$, and `IsCutEnergy N S m` says $C(S)=m$. Both say that the extremum is attained. The theorem `limiting_energy_minimax` provides one real number `U` that is the least pathway value and also the greatest cut value. The hypothesis `[Finite E]` makes the steps finite in number; the species need not be. The condition $s\ne t$ is needed because the only pathway from a species to itself is empty and has no largest step.

Two further theorems bring in the driving energy $\varphi$:

- `downhill_pathway_iff_cuts`: a pathway with $\varepsilon(e)-\varphi\le 0$ for all its steps exists exactly when every set containing $s$ but not $t$ has an outgoing step with $\varepsilon(e)-\varphi\le 0$. Neither finiteness nor reachability is assumed.
- `downhill_pathway_iff_limiting`: if $U$ is the least pathway value and $s\neq t$, such a pathway exists exactly when $U\le\varphi$.

The second makes $U$ the limiting potential in energy units, within a model where all steps shift equally. That shift stands for one electron transferred per step, always in the same direction. A purely chemical step would not shift, and the reverse of an oxidation step would shift the other way, so in networks containing such steps the uniform shift $\varphi$ of these two theorems does not represent an electrode potential. The minimax equality has no such restriction, because it concerns fixed step energies. Activation barriers, coverages and rates do not enter. The energies are arbitrary real numbers and need not be differences of species free energies.

For screening studies with computed step energies, the equality means that a claimed limiting potential can be supported by one pathway and one cut, for the finite network and the uniform shift assumed.

## Derivation

**A route that leaves a set crosses its boundary.** Let a route visit $v_0,v_1,\dots,v_n$ with $v_0\in S$ and $v_n\notin S$. Let $i$ be the first index with $v_i\notin S$. Then $i\ge1$ and $v_{i-1}\in S$, so the $i$-th step leaves $S$.

**Loops can be removed.** If $v_i=v_j$ with $i<j$, delete the steps between these two visits. The remaining steps still form a route with the same ends, and it is shorter. Repeating this ends in a pathway that uses only steps of the original route.

**Every cut value is at most every pathway value.** Given $S$ and $p$, let $e$ be a step of $p$ that leaves $S$. Then

$$C(S)\le\varepsilon(e)\le M(p).$$

**A best pathway exists.** Some route leads from $s$ to $t$, hence so does some pathway. It is not empty, since $s\neq t$, so it has a largest step energy. Every pathway value is one of finitely many step energies, so there is a least one, $U=M(p^*)$.

**Some cut attains $U$.** Let $S^*$ be the set of species reachable from $s$ by routes whose steps all have energy strictly below $U$.

- The reactant is in $S^*$, by the empty route.
- The product is not. Otherwise, removing loops would give a pathway with largest step energy below $U$, against the choice of $U$.
- Every step $e$ leaving $S^*$ has $\varepsilon(e)\ge U$. If its energy were below $U$, appending it to a route that reaches its initial species would put its final species in $S^*$.
- The pathway $p^*$ leaves $S^*$ by some step $e$, and $\varepsilon(e)\le M(p^*)=U$. Hence $\varepsilon(e)=U$.

So $C(S^*)=U$, and by the previous inequality no cut value is larger.

**The strict inequality matters.** If $S^*$ were defined by steps of energy at most $U$, it would contain every species on $p^*$, including $t$, and so would not separate $s$ from $t$. In the example, steps below 0.6 eV reach $\{s,a\}$, while steps up to 0.6 eV reach all four species.

**Driving energy.** A pathway without uphill steps crosses every separating set by a step that is not uphill. Conversely, suppose every separating set has such an outgoing step but no such pathway exists. Let $R$ be the set of species reachable from $s$ by steps with $\varepsilon(e)\le\varphi$. It contains $s$ and, after loop removal, cannot contain $t$. So a step with $\varepsilon(e)\le\varphi$ leaves $R$, yet appending it to a route shows that its final species is in $R$, a contradiction.

For the threshold, suppose all steps of a pathway $p$ satisfy $\varepsilon(e)\le\varphi$. Then $U\le M(p)\le\varphi$. Conversely, if $U\le\varphi$, all steps of $p^*$ have energy at most $U$, hence at most $\varphi$.

## The Lean file

```lean
import Mathlib

namespace ReactionNetworkLimitingPotential

/-- A reaction network: each elementary step has an initial species, a final species
and a real step energy. -/
structure Network (V E : Type*) where
  src : E → V
  tgt : E → V
  energy : E → ℝ

variable {V E : Type*} {N : Network V E} {a b s t : V} {p : List E}

/-- A route from one species to another: a list of steps, each starting where the
previous one ended. -/
def IsRoute (N : Network V E) : V → List E → V → Prop
  | a, [], b => a = b
  | a, e :: p, b => N.src e = a ∧ IsRoute N (N.tgt e) p b

/-- A pathway is a route that visits no species twice. -/
def IsPathway (N : Network V E) (a : V) (p : List E) (b : V) : Prop :=
  IsRoute N a p b ∧ (a :: p.map N.tgt).Nodup

/-- The number `m` is the largest step energy along the list of steps `p`. -/
def IsLimitingEnergy (N : Network V E) (p : List E) (m : ℝ) : Prop :=
  IsGreatest (N.energy '' {e | e ∈ p}) m

/-- The number `m` is the smallest energy of a step leading out of the species set `S`. -/
def IsCutEnergy (N : Network V E) (S : Set V) (m : ℝ) : Prop :=
  IsLeast (N.energy '' {e | N.src e ∈ S ∧ N.tgt e ∉ S}) m

/-- A route can be prolonged by a step that starts at its final species. -/
theorem route_snoc {e : E} (h : IsRoute N a p (N.src e)) :
    IsRoute N a (p ++ [e]) (N.tgt e) := by
  induction p generalizing a with
  | nil =>
    have h' : a = N.src e := h
    exact ⟨h'.symm, rfl⟩
  | cons f p ih =>
    obtain ⟨h1, h2⟩ := h
    exact ⟨h1, ih h2⟩

/-- A route from inside a set of species to outside it contains a step leading out
of the set. -/
theorem exists_crossing {S : Set V} (h : IsRoute N a p b) (ha : a ∈ S) (hb : b ∉ S) :
    ∃ e ∈ p, N.src e ∈ S ∧ N.tgt e ∉ S := by
  induction p generalizing a with
  | nil =>
    have h' : a = b := h
    exact absurd (h' ▸ ha) hb
  | cons f p ih =>
    obtain ⟨h1, h2⟩ := h
    by_cases hf : N.tgt f ∈ S
    · obtain ⟨e, he, h3⟩ := ih h2 hf
      exact ⟨e, List.mem_cons_of_mem _ he, h3⟩
    · exact ⟨f, by simp, by rw [h1]; exact ha, hf⟩

/-- From any species visited by a pathway, some of the steps of that pathway form a
pathway to the same final species. -/
theorem pathway_from {v : V} (h : IsPathway N a p b) (hv : v ∈ a :: p.map N.tgt) :
    ∃ q, IsPathway N v q b ∧ ∀ e ∈ q, e ∈ p := by
  induction p generalizing a with
  | nil =>
    have hv' : v = a := by simpa using hv
    subst hv'
    exact ⟨[], h, fun _ he => he⟩
  | cons f p ih =>
    rcases List.mem_cons.mp hv with hv' | hv'
    · subst hv'
      exact ⟨f :: p, h, fun _ he => he⟩
    · obtain ⟨⟨_, h2⟩, h3⟩ := h
      obtain ⟨q, hq, hqp⟩ := ih ⟨h2, (List.nodup_cons.mp h3).2⟩ hv'
      exact ⟨q, hq, fun e he => List.mem_cons_of_mem _ (hqp e he)⟩

/-- Every route can be replaced by a pathway between the same species that uses only
steps of the route. -/
theorem exists_pathway (h : IsRoute N a p b) :
    ∃ q, IsPathway N a q b ∧ ∀ e ∈ q, e ∈ p := by
  induction p generalizing a with
  | nil => exact ⟨[], ⟨h, by simp⟩, fun _ he => he⟩
  | cons f p ih =>
    obtain ⟨h1, h2⟩ := h
    obtain ⟨q, hq, hqp⟩ := ih h2
    by_cases ha : a ∈ N.tgt f :: q.map N.tgt
    · -- the starting species recurs: cut out the loop
      obtain ⟨r, hr, hrq⟩ := pathway_from hq ha
      exact ⟨r, hr, fun e he => List.mem_cons_of_mem _ (hqp e (hrq e he))⟩
    · refine ⟨f :: q, ⟨⟨h1, hq.1⟩, List.nodup_cons.mpr ⟨ha, hq.2⟩⟩, ?_⟩
      intro e he
      rcases List.mem_cons.mp he with he' | he'
      · simp [he']
      · exact List.mem_cons_of_mem _ (hqp e he')

/-- A route between two different species has a largest step energy. -/
theorem exists_limitingEnergy (hst : s ≠ t) (h : IsRoute N s p t) :
    ∃ m, IsLimitingEnergy N p m := by
  have hne : {e | e ∈ p}.Nonempty := by
    cases p with
    | nil => exact absurd h hst
    | cons f p => exact ⟨f, by simp⟩
  obtain ⟨e, he, hmax⟩ := Set.exists_max_image _ N.energy (List.finite_toSet p) hne
  refine ⟨N.energy e, ⟨e, he, rfl⟩, ?_⟩
  rintro _ ⟨f, hf, rfl⟩
  exact hmax f hf

/-- **Minimax theorem for the limiting step.** If there are finitely many steps and the product `t`
is reachable from the reactant `s ≠ t`, the minimum over pathways of the largest step energy equals
the maximum, over species sets containing `s` but not `t`, of the smallest outgoing step energy. -/
theorem limiting_energy_minimax [Finite E] (hst : s ≠ t) (hr : ∃ p, IsRoute N s p t) :
    ∃ U : ℝ, IsLeast {m | ∃ p, IsPathway N s p t ∧ IsLimitingEnergy N p m} U ∧
      IsGreatest {m | ∃ S : Set V, s ∈ S ∧ t ∉ S ∧ IsCutEnergy N S m} U := by
  -- finitely many step energies, so an optimal pathway exists
  have hfin : {m | ∃ p, IsPathway N s p t ∧ IsLimitingEnergy N p m}.Finite := by
    refine (Set.finite_range N.energy).subset ?_
    rintro m ⟨p, _, hm⟩
    obtain ⟨e, _, he⟩ := hm.1
    exact ⟨e, he⟩
  have hne : {m | ∃ p, IsPathway N s p t ∧ IsLimitingEnergy N p m}.Nonempty := by
    obtain ⟨p, hp⟩ := hr
    obtain ⟨q, hq, _⟩ := exists_pathway hp
    obtain ⟨m, hm⟩ := exists_limitingEnergy hst hq.1
    exact ⟨m, q, hq, hm⟩
  obtain ⟨U, hU, hmin⟩ := Set.exists_min_image _ (fun x : ℝ => x) hfin hne
  obtain ⟨p, hp, hm⟩ := hU
  refine ⟨U, ⟨⟨p, hp, hm⟩, fun m h => hmin m h⟩, ?_, ?_⟩
  · -- the optimal cut: species reachable by steps strictly below `U`
    let S : Set V := {v | ∃ q, IsRoute N s q v ∧ ∀ e ∈ q, N.energy e < U}
    have hs : s ∈ S := ⟨[], rfl, by simp⟩
    have ht : t ∉ S := by
      rintro ⟨q, hq, h⟩
      obtain ⟨r, hr', hrq⟩ := exists_pathway hq
      obtain ⟨m, hm'⟩ := exists_limitingEnergy hst hr'.1
      have h1 : U ≤ m := hmin m ⟨r, hr', hm'⟩
      obtain ⟨e, he, hem⟩ := hm'.1
      linarith [h e (hrq e he)]
    have hout : ∀ e, N.src e ∈ S → N.tgt e ∉ S → U ≤ N.energy e := by
      rintro e ⟨q, hq, h⟩ hn
      by_contra hlt
      refine hn ⟨q ++ [e], route_snoc hq, fun f hf => ?_⟩
      rcases List.mem_append.mp hf with hf | hf
      · exact h f hf
      · rw [List.mem_singleton.mp hf]
        exact lt_of_not_ge hlt
    obtain ⟨e, he, h1, h2⟩ := exists_crossing hp.1 hs ht
    have heU : N.energy e ≤ U := hm.2 ⟨e, he, rfl⟩
    refine ⟨S, hs, ht, ⟨e, ⟨h1, h2⟩, le_antisymm heU (hout e h1 h2)⟩, ?_⟩
    rintro _ ⟨f, ⟨h3, h4⟩, rfl⟩
    exact hout f h3 h4
  · -- every cut is crossed by the optimal pathway
    rintro m ⟨S, hs, ht, hc⟩
    obtain ⟨e, he, h1, h2⟩ := exists_crossing hp.1 hs ht
    have h3 : m ≤ N.energy e := hc.2 ⟨e, ⟨h1, h2⟩, rfl⟩
    have h4 : N.energy e ≤ U := hm.2 ⟨e, he, rfl⟩
    exact h3.trans h4

/-- With every step energy lowered by `φ`, a pathway without uphill steps exists exactly
when every species set containing `s` but not `t` has an outgoing step that is not uphill. -/
theorem downhill_pathway_iff_cuts (φ : ℝ) :
    (∃ p, IsPathway N s p t ∧ ∀ e ∈ p, N.energy e - φ ≤ 0) ↔
      ∀ S : Set V, s ∈ S → t ∉ S →
        ∃ e, N.src e ∈ S ∧ N.tgt e ∉ S ∧ N.energy e - φ ≤ 0 := by
  constructor
  · rintro ⟨p, hp, h⟩ S hs ht
    obtain ⟨e, he, h1, h2⟩ := exists_crossing hp.1 hs ht
    exact ⟨e, h1, h2, h e he⟩
  · intro h
    by_contra hno
    -- test the cut formed by all species reachable without uphill steps
    obtain ⟨e, ⟨q, hq, hle⟩, h2, h3⟩ :=
      h {v | ∃ q, IsRoute N s q v ∧ ∀ e ∈ q, N.energy e - φ ≤ 0}
        ⟨[], rfl, by simp⟩ (by
          rintro ⟨q, hq, hle⟩
          obtain ⟨r, hr, hrq⟩ := exists_pathway hq
          exact hno ⟨r, hr, fun e he => hle e (hrq e he)⟩)
    refine h2 ⟨q ++ [e], route_snoc hq, fun f hf => ?_⟩
    rcases List.mem_append.mp hf with hf | hf
    · exact hle f hf
    · rw [List.mem_singleton.mp hf]
      exact h3

/-- If `U` is the minimum over pathways of the largest step energy, then lowering every
step energy by `φ` gives a pathway without uphill steps exactly when `φ` is at least `U`. -/
theorem downhill_pathway_iff_limiting (hst : s ≠ t) {U : ℝ}
    (hU : IsLeast {m | ∃ p, IsPathway N s p t ∧ IsLimitingEnergy N p m} U) (φ : ℝ) :
    (∃ p, IsPathway N s p t ∧ ∀ e ∈ p, N.energy e - φ ≤ 0) ↔ U ≤ φ := by
  constructor
  · rintro ⟨p, hp, h⟩
    obtain ⟨m, hm⟩ := exists_limitingEnergy hst hp.1
    have h1 : U ≤ m := hU.2 ⟨p, hp, hm⟩
    obtain ⟨e, he, hem⟩ := hm.1
    linarith [h e he]
  · intro hφ
    obtain ⟨p, hp, hm⟩ := hU.1
    refine ⟨p, hp, fun e he => ?_⟩
    have h1 : N.energy e ≤ U := hm.2 ⟨e, he, rfl⟩
    linarith

end ReactionNetworkLimitingPotential
```

```lean
#print axioms ReactionNetworkLimitingPotential.limiting_energy_minimax
#print axioms ReactionNetworkLimitingPotential.downhill_pathway_iff_cuts
#print axioms ReactionNetworkLimitingPotential.downhill_pathway_iff_limiting
```

```
'ReactionNetworkLimitingPotential.limiting_energy_minimax' depends on axioms: [propext, Classical.choice, Quot.sound]
'ReactionNetworkLimitingPotential.downhill_pathway_iff_cuts' depends on axioms: [propext, Classical.choice, Quot.sound]
'ReactionNetworkLimitingPotential.downhill_pathway_iff_limiting' depends on axioms: [propext, Classical.choice, Quot.sound]
```

## How the proof follows the derivation

The lemmas on routes use induction on the list of steps. The starting species is generalised, because removing the first step moves the start to that step's final species.

`route_snoc` appends a step at the end of a route. `exists_crossing` finds the boundary step by asking whether the first step ends inside `S`: if not, that step is the crossing; if so, the induction hypothesis finds one later.

Loop removal is organised from the front of the list. `exists_pathway` first turns the rest of the route into a pathway. If the starting species does not occur there, the first step is put back. If it does occur, `pathway_from` keeps only the part of the pathway from that occurrence onwards. Both lemmas record that no new steps appear, which is what carries energy bounds from a route to its pathway.

`exists_limitingEnergy` takes the maximum over the finite, nonempty set of steps in a route. In the main theorem, `hfin` places the pathway values inside the finite range of `N.energy`, `hne` shows that there is at least one, and `Set.exists_min_image` selects `U`.

The set `S` in the main proof is $S^*$. Its definition uses routes and not pathways, so that a step can be appended without checking that no species is revisited. The facts `hs`, `ht` and `hout` are the first three points of the derivation. In `ht`, `linarith` closes the contradiction between $U\le m$ and a step of energy $m$ below $U$. The equality at the crossing step comes from `le_antisymm`, and the last branch chains the two inequalities for an arbitrary cut.

`downhill_pathway_iff_cuts` applies its hypothesis directly to the set $R$ and contradicts the result with `route_snoc`. `downhill_pathway_iff_limiting` takes the least pathway value as a hypothesis, `hU`: its lower-bound part gives one direction, and the pathway that attains it gives the other. For a finite network with a reachable product different from the reactant, the minimax theorem supplies that value.
